# An occupied–virtual gap gives a fixed Hermitian perturbation exactly one first-order density response

Let F be a finite diagonal Fock matrix with real orbital energies e(p), P the projector on the occupied orbitals, and V a Hermitian matrix. Suppose e(a) − e(i) ≥ g > 0 for every occupied i and virtual a. Then exactly one complex matrix X satisfies

X = PX + XP and [F,X] + [V,P] = 0,

where [A,B] = AB − BA. Its occupied–virtual elements and its trace with V obey

X(i,a) = −V(i,a)/(e(a) − e(i)),

−‖V‖²/g ≤ tr(VX) ≤ 0,

with ‖V‖² = Σ_pq |V(p,q)|², the squared Frobenius norm. For non-interacting electrons, one per occupied orbital, ½ tr(VX) is the second-order energy, so the gap limits how far a static perturbation can lower the energy at second order.

## The response equations

```lean
import Mathlib

open Finset

namespace DensityMatrixResponse

noncomputable section

variable {n : Type*} [Fintype n] [DecidableEq n]
```

The type `n` labels the orbitals, of which there are finitely many. They are taken to be orthonormal.

```lean
/-- The occupation number of orbital `p`: one if `p` is in the occupied set `o`, else zero. -/
def occ (o : Finset n) (p : n) : ℂ := if p ∈ o then 1 else 0
```

`o` is the set of occupied orbitals, and occ(p) is 1 on it and 0 elsewhere. Fractional occupations are excluded.

```lean
/-- The Fock matrix in its own orbital basis, diagonal with real orbital energies `e`. -/
def fock (e : n → ℝ) : Matrix n n ℂ := Matrix.diagonal fun p => (e p : ℂ)
```

F is written in its own eigenbasis. The energies are real numbers, converted to complex ones where they enter the matrix.

```lean
/-- The density matrix that projects on the occupied orbitals. -/
def density (o : Finset n) : Matrix n n ℂ := Matrix.diagonal (occ o)
```

P is diagonal in the same basis, so F and P commute: the unperturbed state is stationary.

```lean
/-- `X` is a first-order response of the density matrix `P` to the perturbation `V`:
`X = PX + XP` (linearised idempotency) and `[F,X] + [V,P] = 0` (linearised stationarity). -/
def IsResponse (e : n → ℝ) (o : Finset n) (V X : Matrix n n ℂ) : Prop :=
  X = density o * X + X * density o ∧
    (fock e * X - X * fock e) + (V * density o - density o * V) = 0
```

A `Prop` is a statement, here the conjunction (`∧`) of two matrix equations. They come from a family P(λ) that stays a projector and commutes with F + λV. Differentiating P(λ)² = P(λ) and [F + λV, P(λ)] = 0 at λ = 0, with X = P′(0), gives the two equations. The file starts from these linearised equations. V is fixed, so any change that X itself induces in the Fock matrix is left out.

```lean
/-- The sum-over-states response matrix, zero within the occupied and virtual blocks. If an occupied
level equals a virtual level, Lean's `x / 0 = 0` makes their elements zero. -/
def response (e : n → ℝ) (o : Finset n) (V : Matrix n n ℂ) : Matrix n n ℂ :=
  Matrix.of fun p q =>
    if (p ∈ o ↔ q ∈ o) then 0 else (occ o p - occ o q) * V p q / ((e p : ℂ) - e q)
```

This is the candidate solution. When exactly one of p and q is occupied, its element is

(occ(p) − occ(q)) V(p,q)/(e(p) − e(q)),

and otherwise it is zero.

```lean
/-- The squared Frobenius norm of a matrix. -/
def frobSq (V : Matrix n n ℂ) : ℝ := ∑ p, ∑ q, ‖V p q‖ ^ 2
```

`frobSq V` is ‖V‖², already squared.

## One matrix element at a time

```lean
/-- In the orbital basis the response equations decouple into two scalar equations for
each matrix element. -/
theorem isResponse_iff_entries {e : n → ℝ} {o : Finset n} {V X : Matrix n n ℂ} :
    IsResponse e o V X ↔ ∀ p q, X p q = (occ o p + occ o q) * X p q ∧
      ((e p : ℂ) - e q) * X p q + V p q * (occ o q - occ o p) = 0 := by
  constructor
  · rintro ⟨h1, h2⟩ p q
    have a := congrFun (congrFun h1 p) q
    have b := congrFun (congrFun h2 p) q
    simp only [fock, density, Matrix.add_apply, Matrix.sub_apply, Matrix.diagonal_mul,
      Matrix.mul_diagonal, Matrix.zero_apply] at a b
    exact ⟨by linear_combination a, by linear_combination b⟩
  · intro h
    constructor
    · ext p q
      simp only [density, Matrix.add_apply, Matrix.diagonal_mul, Matrix.mul_diagonal]
      linear_combination (h p q).1
    · ext p q
      simp only [fock, density, Matrix.add_apply, Matrix.sub_apply, Matrix.diagonal_mul,
        Matrix.mul_diagonal, Matrix.zero_apply]
      linear_combination (h p q).2
```

Since F and P are diagonal, multiplying by them only rescales rows or columns. The (p,q) elements of the two equations are

X(p,q) = (occ(p) + occ(q)) X(p,q),

(e(p) − e(q)) X(p,q) + V(p,q)(occ(q) − occ(p)) = 0.

The sign `↔` means "if and only if". In the proof, `congrFun` extracts an element from a matrix equation, `ext` goes the other way, and `linear_combination` does the algebra.

```lean
/-- A response has no matrix elements between two occupied or between two virtual orbitals. -/
theorem response_block_zero {e : n → ℝ} {o : Finset n} {V X : Matrix n n ℂ}
    (hX : IsResponse e o V X) (p q : n) (hpq : p ∈ o ↔ q ∈ o) : X p q = 0 := by
  have a := (isResponse_iff_entries.1 hX p q).1
  by_cases hp : p ∈ o
  · have hq := hpq.1 hp
    simp only [occ, hp, hq, ↓reduceIte] at a
    linear_combination -a
  · have hq : q ∉ o := fun h => hp (hpq.2 h)
    simp only [occ, hp, hq, ↓reduceIte] at a
    linear_combination a
```

For two occupied orbitals the first scalar equation reads X(p,q) = 2X(p,q), and for two virtual ones X(p,q) = 0. Both blocks vanish. `by_cases` separates the two situations.

```lean
/-- Between an occupied orbital `i` and a virtual orbital `a` of different energy, both matrix
elements of a response are minus the perturbation divided by `e a - e i`. -/
theorem response_occ_virt {e : n → ℝ} {o : Finset n} {V X : Matrix n n ℂ}
    (hX : IsResponse e o V X) {i a : n} (hi : i ∈ o) (ha : a ∉ o) (hne : e i ≠ e a) :
    X i a = -V i a / ((e a : ℂ) - e i) ∧ X a i = -V a i / ((e a : ℂ) - e i) := by
  have hD : (e a : ℂ) - e i ≠ 0 := sub_ne_zero.2 (by exact_mod_cast hne.symm)
  have b1 := (isResponse_iff_entries.1 hX i a).2
  have b2 := (isResponse_iff_entries.1 hX a i).2
  simp only [occ, hi, ha, ↓reduceIte] at b1 b2
  rw [eq_div_iff hD, eq_div_iff hD]
  exact ⟨by linear_combination -b1, by linear_combination b2⟩
```

For occupied i and virtual a, the second scalar equation gives

(e(i) − e(a)) X(i,a) − V(i,a) = 0,

(e(a) − e(i)) X(a,i) + V(a,i) = 0.

Dividing by the nonzero energy difference yields both elements, each with a minus sign and the denominator e(a) − e(i).

```lean
/-- If no occupied level equals a virtual level, the sum-over-states matrix solves the
response equations. -/
theorem isResponse_response {e : n → ℝ} {o : Finset n} (V : Matrix n n ℂ)
    (hne : ∀ i ∈ o, ∀ a ∉ o, e i ≠ e a) : IsResponse e o V (response e o V) := by
  rw [isResponse_iff_entries]
  intro p q
  simp only [response, Matrix.of_apply]
  by_cases hpq : (p ∈ o ↔ q ∈ o)
  · have h : occ o p = occ o q := by simp only [occ, hpq]
    rw [if_pos hpq, h]
    simp
  · have hs : occ o p + occ o q = 1 := by
      by_cases hp : p ∈ o <;> by_cases hq : q ∈ o <;> simp_all [occ]
    have hD : (e p : ℂ) - e q ≠ 0 := by
      rw [sub_ne_zero]
      by_cases hp : p ∈ o
      · have hq : q ∉ o := by tauto
        exact_mod_cast hne p hp q hq
      · have hq : q ∈ o := by tauto
        exact_mod_cast (hne q hq p hp).symm
    have h := div_mul_cancel₀ ((occ o p - occ o q) * V p q) hD
    rw [if_neg hpq, hs, one_mul]
    exact ⟨rfl, by linear_combination h⟩
```

Conversely, the candidate satisfies the scalar equations. Within a block, X(p,q) = 0 and occ(p) = occ(q), so every term vanishes. For a mixed pair, occ(p) + occ(q) = 1 settles the first equation, and cancelling the denominator settles the second.

## An occupied–virtual degeneracy rules out a unique response

```lean
/-- For any perturbation, the response equations have exactly one solution if and only if no
occupied level equals a virtual level. -/
theorem existsUnique_response_iff (e : n → ℝ) (o : Finset n) (V : Matrix n n ℂ) :
    (∃! X, IsResponse e o V X) ↔ ∀ i ∈ o, ∀ a ∉ o, e i ≠ e a := by
  constructor
  · rintro ⟨X, hX, hu⟩ i hi a ha hea
    have hc : (e i : ℂ) = e a := by rw [hea]
    -- a degenerate pair allows an arbitrary addition to the element `X i a`
    have hY : IsResponse e o V (X + Matrix.single i a 1) := by
      rw [isResponse_iff_entries]
      intro p q
      obtain ⟨x1, x2⟩ := isResponse_iff_entries.1 hX p q
      rw [Matrix.add_apply, Matrix.single_apply]
      by_cases h : i = p ∧ a = q
      · obtain ⟨rfl, rfl⟩ := h
        rw [if_pos ⟨rfl, rfl⟩]
        exact ⟨by simp [occ, hi, ha], by linear_combination x2 + hc⟩
      · rw [if_neg h, add_zero]
        exact ⟨x1, x2⟩
    have h := congrFun (congrFun (hu _ hY) i) a
    rw [Matrix.add_apply, Matrix.single_apply, if_pos ⟨rfl, rfl⟩] at h
    exact one_ne_zero (by linear_combination h : (1 : ℂ) = 0)
  · intro hne
    have hR := isResponse_response V hne
    refine ⟨response e o V, hR, fun Y hY => ?_⟩
    ext p q
    by_cases hp : p ∈ o <;> by_cases hq : q ∈ o
    · rw [response_block_zero hY p q (by tauto), response_block_zero hR p q (by tauto)]
    · rw [(response_occ_virt hY hp hq (hne p hp q hq)).1,
        (response_occ_virt hR hp hq (hne p hp q hq)).1]
    · rw [(response_occ_virt hY hq hp (hne q hq p hp)).2,
        (response_occ_virt hR hq hp (hne q hq p hp)).2]
    · rw [response_block_zero hY p q (by tauto), response_block_zero hR p q (by tauto)]
```

`∃! X` means "there is exactly one X". For any V, Hermitian or not, this holds precisely when no occupied level equals a virtual level.

If the levels differ, `response_block_zero` and `response_occ_virt` fix every element, and the candidate supplies a solution. If e(i) = e(a) for some mixed pair, add 1 to X(i,a) in any solution. The first scalar equation still holds because occ(i) + occ(a) = 1, and the second because the added term is multiplied by e(i) − e(a) = 0. That makes a second solution, contradicting uniqueness. If V(i,a) ≠ 0 for such a pair, with i occupied and a virtual, there is no solution at all, because the second scalar equation then reads −V(i,a) = 0.

## The trace and its gap bound

```lean
/-- A double sum over orbitals whose terms vanish within the occupied and virtual blocks is a
sum over occupied-virtual pairs, each taken in both orders. -/
theorem sum_occ_virt {M : Type*} [AddCommMonoid M] (o : Finset n) (f : n → n → M)
    (hf : ∀ p q, (p ∈ o ↔ q ∈ o) → f p q = 0) :
    ∑ p, ∑ q, f p q = ∑ i ∈ o, ∑ a ∈ oᶜ, (f i a + f a i) := by
  have h1 : ∀ p ∈ o, ∑ q, f p q = ∑ q ∈ oᶜ, f p q := by
    intro p hp
    rw [← sum_add_sum_compl o, sum_eq_zero (fun q hq => hf p q (by tauto)), zero_add]
  have h2 : ∀ p ∈ oᶜ, ∑ q, f p q = ∑ q ∈ o, f p q := by
    intro p hp
    have hp' := mem_compl.1 hp
    have hz : ∑ q ∈ oᶜ, f p q = 0 := sum_eq_zero fun q hq => by
      have hq' := mem_compl.1 hq
      exact hf p q (by tauto)
    rw [← sum_add_sum_compl o, hz, add_zero]
  rw [← sum_add_sum_compl o, sum_congr rfl h1, sum_congr rfl h2,
    sum_comm (s := oᶜ) (t := o)]
  simp only [sum_add_distrib]
```

If f(p,q) vanishes within the occupied and virtual blocks, then

Σ_pq f(p,q) = Σ_ia [f(i,a) + f(a,i)],

with i occupied and a virtual. The complement `oᶜ` is the virtual set.

```lean
/-- If `X` is a response to a Hermitian perturbation `V` and no occupied level equals a virtual one,
`tr(VX)` is minus twice the sum of `|V i a|² / (e a - e i)` over occupied `i` and virtual `a`. -/
theorem trace_response {e : n → ℝ} {o : Finset n} {V X : Matrix n n ℂ}
    (hV : V.IsHermitian) (hne : ∀ i ∈ o, ∀ a ∉ o, e i ≠ e a) (hX : IsResponse e o V X) :
    Matrix.trace (V * X) =
      ((-2 * ∑ i ∈ o, ∑ a ∈ oᶜ, ‖V i a‖ ^ 2 / (e a - e i) : ℝ) : ℂ) := by
  simp only [Matrix.trace, Matrix.diag_apply, Matrix.mul_apply]
  rw [sum_occ_virt o (fun p q => V p q * X q p)
    (fun p q h => by rw [response_block_zero hX q p h.symm, mul_zero])]
  push_cast
  rw [mul_sum]
  refine sum_congr rfl fun i hi => ?_
  rw [mul_sum]
  refine sum_congr rfl fun a ha => ?_
  have ha' := mem_compl.1 ha
  obtain ⟨x1, x2⟩ := response_occ_virt hX hi ha' (hne i hi a ha')
  have hN : V i a * V a i = ((‖V i a‖ ^ 2 : ℝ) : ℂ) := by
    rw [← hV.apply a i, ← Complex.normSq_eq_norm_sq]
    exact Complex.mul_conj _
  push_cast at hN
  rw [x1, x2]
  linear_combination (-2 / ((e a : ℂ) - e i)) * hN
```

Apply this to tr(VX) = Σ_pq V(p,q)X(q,p). Each pair contributes

V(i,a)X(a,i) + V(a,i)X(i,a) = −2V(i,a)V(a,i)/(e(a) − e(i)).

Hermiticity turns V(i,a)V(a,i) into |V(i,a)|², so

tr(VX) = −2 Σ_ia |V(i,a)|²/(e(a) − e(i)).

```lean
/-- With a gap of at least `g > 0` between occupied and virtual levels, a Hermitian perturbation
has exactly one response `X`. Its occupied-virtual elements are `-V i a / (e a - e i)`, and
`tr(VX)` is real and lies between `-‖V‖²/g` (Frobenius norm) and zero. -/
theorem density_response {e : n → ℝ} {o : Finset n} {V : Matrix n n ℂ} {g : ℝ}
    (hV : V.IsHermitian) (hg : 0 < g) (hgap : ∀ i ∈ o, ∀ a ∉ o, g ≤ e a - e i) :
    (∃! X, IsResponse e o V X) ∧ ∀ X, IsResponse e o V X →
      (∀ i ∈ o, ∀ a ∉ o, X i a = -V i a / ((e a : ℂ) - e i)) ∧
      (Matrix.trace (V * X)).im = 0 ∧
      -frobSq V / g ≤ (Matrix.trace (V * X)).re ∧ (Matrix.trace (V * X)).re ≤ 0 := by
  have hne : ∀ i ∈ o, ∀ a ∉ o, e i ≠ e a := fun i hi a ha h => by
    have := hgap i hi a ha
    linarith
  refine ⟨(existsUnique_response_iff e o V).2 hne, fun X hX =>
    ⟨fun i hi a ha => (response_occ_virt hX hi ha (hne i hi a ha)).1, ?_⟩⟩
  rw [trace_response hV hne hX, Complex.ofReal_re, Complex.ofReal_im]
  -- the two mixed blocks carry at most the whole Frobenius norm
  have h1 : ∑ i ∈ o, ∑ a ∈ oᶜ, 2 * ‖V i a‖ ^ 2 ≤ frobSq V := by
    have hs := sum_occ_virt o
      (fun p q => if (p ∈ o ↔ q ∈ o) then (0 : ℝ) else ‖V p q‖ ^ 2)
      (fun p q h => if_pos h)
    have ht : ∑ i ∈ o, ∑ a ∈ oᶜ, 2 * ‖V i a‖ ^ 2 =
        ∑ p, ∑ q, if (p ∈ o ↔ q ∈ o) then (0 : ℝ) else ‖V p q‖ ^ 2 := by
      rw [hs]
      refine sum_congr rfl fun i hi => sum_congr rfl fun a ha => ?_
      have ha' := mem_compl.1 ha
      have hn : ‖V a i‖ = ‖V i a‖ := by rw [← hV.apply a i, norm_star]
      rw [if_neg (by tauto), if_neg (by tauto), hn]
      ring
    rw [ht]
    refine sum_le_sum fun p _ => sum_le_sum fun q _ => ?_
    split_ifs
    · positivity
    · exact le_rfl
  -- every energy denominator is at least the gap
  have h2 : 2 * ∑ i ∈ o, ∑ a ∈ oᶜ, ‖V i a‖ ^ 2 / (e a - e i) ≤
      (∑ i ∈ o, ∑ a ∈ oᶜ, 2 * ‖V i a‖ ^ 2) / g := by
    rw [mul_sum, sum_div]
    refine sum_le_sum fun i hi => ?_
    rw [mul_sum, sum_div]
    refine sum_le_sum fun a ha => ?_
    have h := hgap i hi a (mem_compl.1 ha)
    rw [mul_div_assoc]
    gcongr
  have h3 : (∑ i ∈ o, ∑ a ∈ oᶜ, 2 * ‖V i a‖ ^ 2) / g ≤ frobSq V / g := by gcongr
  have h4 : 0 ≤ ∑ i ∈ o, ∑ a ∈ oᶜ, ‖V i a‖ ^ 2 / (e a - e i) :=
    sum_nonneg fun i hi => sum_nonneg fun a ha =>
      div_nonneg (by positivity) (hg.le.trans (hgap i hi a (mem_compl.1 ha)))
  refine ⟨rfl, ?_, by linarith⟩
  rw [neg_div]
  linarith
```

The hypothesis `hgap` says that every virtual level lies at least g above every occupied one; when there are orbitals of both kinds, the largest possible g is the HOMO–LUMO gap. All terms in the sum are then nonnegative, which gives tr(VX) ≤ 0. For the lower bound,

2 Σ_ia |V(i,a)|²/(e(a) − e(i)) ≤ (2/g) Σ_ia |V(i,a)|² ≤ ‖V‖²/g.

The first step is `h2`. The second, `h1` and `h3`, holds because the two mixed blocks carry at most the whole norm. Lean's trace is a complex number, so the theorem states separately that its imaginary part is zero and that its real part obeys the bounds. If all orbitals are occupied, or none, X and the trace are zero.

The same entrywise argument also bounds the response itself: ‖X‖² = 2 Σ_ia |V(i,a)|²/(e(a) − e(i))² ≤ ‖V‖²/g², an estimate that the file does not state.

```lean
/-- The lower bound `-‖V‖²/g` on the real part of `tr(VX)`, for a response `X` to `V`, is attained
by two levels at energies `0` (occupied) and `g > 0` (virtual), coupled by an arbitrary complex
matrix element `v`. -/
theorem two_level_sharp {g : ℝ} (hg : 0 < g) (v : ℂ) {X : Matrix (Fin 2) (Fin 2) ℂ}
    (hX : IsResponse ![0, g] {0} !![0, v; star v, 0] X) :
    (Matrix.trace (!![0, v; star v, 0] * X)).re = -frobSq !![0, v; star v, 0] / g := by
  have hV : (!![0, v; star v, 0] : Matrix (Fin 2) (Fin 2) ℂ).IsHermitian := by
    ext i j
    fin_cases i <;> fin_cases j <;> simp [Matrix.conjTranspose_apply]
  have hne : ∀ i ∈ ({0} : Finset (Fin 2)), ∀ a ∉ ({0} : Finset (Fin 2)),
      (![0, g] : Fin 2 → ℝ) i ≠ (![0, g] : Fin 2 → ℝ) a := by
    intro i hi a ha
    have hi' : i = 0 := mem_singleton.1 hi
    have ha' : a = 1 := by
      have h : a ≠ 0 := fun h => ha (mem_singleton.2 h)
      omega
    rw [hi', ha']
    simpa using hg.ne
  have hc : ({0} : Finset (Fin 2))ᶜ = {1} := by decide
  have hF : frobSq !![0, v; star v, 0] = 2 * ‖v‖ ^ 2 := by
    simp [frobSq, Fin.sum_univ_two]
    ring
  rw [trace_response hV hne hX, Complex.ofReal_re, hc, hF, sum_singleton, sum_singleton]
  show -2 * (‖v‖ ^ 2 / (g - 0)) = -(2 * ‖v‖ ^ 2) / g
  rw [sub_zero]
  ring

end

end DensityMatrixResponse
```

Take an occupied level at 0, a virtual level at g, and a coupling v between them. Then

X(0,1) = −v/g, X(1,0) = −v*/g,

tr(VX) = −2|v|²/g = −‖V‖²/g.

The lower bound is attained for every complex v. Here `!![0, v; star v, 0]` is the matrix V written by rows, and `{0}` says that orbital 0 is occupied.

```lean
#print axioms DensityMatrixResponse.density_response
#print axioms DensityMatrixResponse.two_level_sharp
```

```
'DensityMatrixResponse.density_response' depends on axioms: [propext, Classical.choice, Quot.sound]
'DensityMatrixResponse.two_level_sharp' depends on axioms: [propext, Classical.choice, Quot.sound]
```

## Orbital energy denominators in a response code

A program that works in the orbital basis can compute the occupied–virtual block in one line of NumPy:

`X_ov = -V_ov / (e_v[None, :] - e_o[:, None])`

For Hermitian V the other mixed block is the conjugate transpose. In coupled-perturbed SCF with basis functions that do not depend on the perturbation, V is replaced by V + G(X), where G(X) is the change in the Fock matrix caused by X. A simple iteration repeats the division with the updated matrix. The theorems describe one such division with its input held fixed, and leave open whether the iteration converges.
